# Exchange symmetry of the recursively defined normal-ordered product

A normal-ordered product can be built by recursion on the first field of a list, but that recursion singles out the head. A common way to fix the sign of a term in Wick's theorem is to bring two distant fields together inside the normal-ordered product $N$ before contracting them, and this uses a rule for reordering inside $N$. The plain operator product gives no such rule: for one fermionic mode the field $\phi = a^\dagger + a$ has $\phi\phi = 1$, which is not its own negative. The rule proved here is for fields of one statistics, whose creation parts commute (bosons, $\varepsilon = 1$) or anticommute (fermions, $\varepsilon = -1$) among themselves, and whose annihilation parts do the same: an adjacent swap anywhere in the list multiplies $N$ by the sign $\varepsilon$. It is a symmetry of $N$ alone, and no theorem below involves contractions, a vacuum state or time ordering.

## The objects

The operators live in a ring $R$ that is an algebra over a commutative ring $K$ of scalars, and $\varepsilon \in K$. An index type $\iota$ labels the fields $\phi_i = p_i + m_i$, with creation part $p_i$ and annihilation part $m_i$. Unbounded bosonic operators fit as maps on a common invariant domain, where products are defined.

```lean
import Mathlib

open Matrix

namespace NormalOrderRecursion

variable {K R ι : Type*} [CommRing K] [Ring R] [Algebra K R]
```

`Exchange ε x` says $x_i x_j = \varepsilon\, x_j x_i$ for all $i, j$, including $i = j$. One sign serves all indices, so lists that mix bosons and fermions are not covered.

```lean
/-- A family of operators obeys the exchange rule with sign `ε` if
`x i * x j = ε x j * x i` for all indices. -/
def Exchange (ε : K) (x : ι → R) : Prop :=
  ∀ i j, x i * x j = ε • (x j * x i)
```

For a finite list $L$ of length $|L|$, with commas for concatenation,
$$N() = 1, \qquad N(i, L) = p_i\,N(L) + \varepsilon^{|L|}\,N(L)\,m_i .$$
The part $p_i$ stays on the left, and $m_i$ moves to the right past $|L|$ fields. $N$ is a function of the list and of the split into $p$ and $m$, not of the operator $\phi_i\phi_j\cdots$.

```lean
/-- Normal-ordered product of the fields `p i + m i` along a list, by recursion: the creation
part of the first field stays on the left, its annihilation part goes to the right with one
factor `ε` for each remaining field. -/
def normalOrder (ε : K) (p m : ι → R) : List ι → R
  | [] => 1
  | i :: L => p i * normalOrder ε p m L + ε ^ L.length • (normalOrder ε p m L * m i)
```

Two steps of the recursion give $N(j) = p_j + m_j$ and $N(i,j) = p_i(p_j + m_j) + \varepsilon (p_j + m_j) m_i$. The exchange rule for $m$ turns $\varepsilon\, m_j m_i$ into $m_i m_j$, so
$$N(i,j) = p_i p_j + p_i m_j + \varepsilon\, p_j m_i + m_i m_j .$$
`normalOrder_pair` uses `hm` in its first line and needs nothing else. Agreement with the textbook prescription, creation parts to the left with a sign per exchange, is stated explicitly only for these two fields.

```lean
variable {ε : K} {p m : ι → R}

/-- The normal-ordered product of two fields is
`p i p j + p i m j + ε p j m i + m i m j`. -/
theorem normalOrder_pair (hm : Exchange ε m) (i j : ι) :
    normalOrder ε p m [i, j] = p i * p j + p i * m j + ε • (p j * m i) + m i * m j := by
  rw [hm i j]
  simp only [normalOrder, List.length_cons, List.length_nil, pow_zero, zero_add, pow_one,
    one_smul, mul_one, one_mul, mul_add, add_mul, smul_add]
  abel
```

## Three hypotheses, three terms

Put $X = N(L)$ and $e = \varepsilon^{|L|}$. Expanding twice,
$$N(i,j,L) = p_i p_j X + e\, p_i X m_j + e\varepsilon\, p_j X m_i + e^2\varepsilon\, X m_j m_i ,$$
$$\varepsilon N(j,i,L) = \varepsilon\, p_j p_i X + e\varepsilon\, p_j X m_i + e\varepsilon^2\, p_i X m_j + e^2\varepsilon^2\, X m_i m_j .$$
The term $e\varepsilon\, p_j X m_i$ cancels, and the difference of the two lines is
$$(p_i p_j - \varepsilon\, p_j p_i) X + e^2\varepsilon\, X (m_j m_i - \varepsilon\, m_i m_j) + e(1 - \varepsilon^2)\, p_i X m_j .$$
Each hypothesis removes one term.

```lean
/-- Swapping the first two fields multiplies the normal-ordered product by `ε`. -/
theorem normalOrder_swap_head (hε : ε * ε = 1) (hp : Exchange ε p) (hm : Exchange ε m)
    (i j : ι) (L : List ι) :
    normalOrder ε p m (i :: j :: L) = ε • normalOrder ε p m (j :: i :: L) := by
  simp only [normalOrder, List.length_cons, pow_succ]
  generalize normalOrder ε p m L = X
  generalize ε ^ L.length = e
  -- both creation parts on the left
  have h1 : p i * (p j * X) = ε • (p j * (p i * X)) := by
    rw [← mul_assoc, hp i j, smul_mul_assoc, mul_assoc]
  -- both annihilation parts on the right
  have h2 : X * (m j * m i) = ε • (X * (m i * m j)) := by
    rw [hm j i, mul_smul_comm]
  -- a mixed term picks up the sign twice
  have h3 : (ε * ε) • (p i * (X * m j)) = p i * (X * m j) := by
    rw [hε, one_smul]
  simp only [mul_add, add_mul, mul_smul_comm, smul_mul_assoc, mul_assoc, smul_add]
  linear_combination (norm := module) h1 + (e * ε * e) • h2 - e • h3
```

The counterexamples that follow, and the full matrix near the end, are worked on paper and have not been through Lean.

**`hp`.** Creation parts commute ($\varepsilon = 1$) or anticommute ($\varepsilon = -1$) among themselves. This removes the first term, and in the proof it yields `h1`. With $m = 0$ one has $N(i,j) = p_i p_j$, so the swap rule for two fields is then the same statement as `hp`, and any family violating it is a counterexample.

**`hm`.** The same rule for annihilation parts removes the second term and yields `h2`, applied as `hm j i` because the recursion deposits the $m$'s in reverse order. With $p = 0$ one has $N(i,j) = \varepsilon\, m_j m_i$, and for $\varepsilon^2 = 1$ the swap rule reduces to `hm`.

**`hε`.** Exchanging twice restores the original, $\varepsilon^2 = 1$, which covers both statistics in one argument. It removes the mixed term and yields `h3`. The exchange rules do not imply it. Take one index $0$, a single fermionic mode with $p_0^2 = m_0^2 = 0$ and $p_0 m_0 \neq 0$, and real $\varepsilon = 2$. Both exchange rules read $0 = 0$, and $N(0,0) = (1+\varepsilon)\,p_0 m_0 = 3 p_0 m_0$ differs from $\varepsilon N(0,0) = 6 p_0 m_0$.

The closing tactic is reusable for noncommutative identities with scalar coefficients. `generalize` replaces the recursive call and the power by the atoms `X` and `e`. The `simp only` call distributes, pulls scalars to the front and associates products to the right, so that each monomial has one form. Then `linear_combination (norm := module)` treats the monomials as vectors over $K$ and checks that the goal is `h1 + (e * ε * e) • h2 - e • h3`, the coefficients being those of the displayed difference.

## The sign is a scalar

The main theorem reads $N(A,i,j,C) = \varepsilon N(A,j,i,C)$ for all lists $A$ and $C$, empty ones included. The argument is induction on the prefix $A$, and the empty prefix is the head swap. If $M$ and $M'$ are the two lists, with $N(M) = \varepsilon N(M')$ and $|M| = |M'|$, then for a new head $a$
$$N(a,M) = p_a\,\varepsilon N(M') + \varepsilon^{|M'|}\,\varepsilon N(M')\, m_a = \varepsilon N(a,M') .$$
The last equality moves $\varepsilon$ past $p_a$. This hypothesis sits in the types: $\varepsilon$ belongs to $K$ and acts by `•`, and the proof uses it through `mul_smul_comm` and `smul_mul_assoc`. An operator such as fermion parity also squares to one, but it anticommutes with $p_a$ and this step would fail for it.

```lean
/-- Swapping two adjacent fields anywhere in the list multiplies the normal-ordered product
by `ε`. -/
theorem normalOrder_swap (hε : ε * ε = 1) (hp : Exchange ε p) (hm : Exchange ε m)
    (A : List ι) (i j : ι) (C : List ι) :
    normalOrder ε p m (A ++ i :: j :: C) = ε • normalOrder ε p m (A ++ j :: i :: C) := by
  induction A with
  | nil => exact normalOrder_swap_head hε hp hm i j C
  | cons a A ih =>
    -- the swap keeps the length, so the sign passes through the recursion
    simp only [List.cons_append, normalOrder, ih, List.length_append, List.length_cons,
      mul_smul_comm, smul_mul_assoc]
    module
```

Two consequences need no new hypothesis. Moving $i$ through a block that starts with $b$ and continues with $B$ takes one swap and then the shorter move, $N(A,i,b,B,C) = \varepsilon N(A,b,i,B,C) = \varepsilon\,\varepsilon^{|B|} N(A,b,B,i,C)$. The prefix grows to $(A,b)$, which is why the induction is `generalizing A`.

```lean
/-- Moving one field to the right through a block `B` of fields multiplies the
normal-ordered product by `ε` to the length of `B`. -/
theorem normalOrder_move (hε : ε * ε = 1) (hp : Exchange ε p) (hm : Exchange ε m)
    (A : List ι) (i : ι) (B C : List ι) :
    normalOrder ε p m (A ++ i :: (B ++ C))
      = ε ^ B.length • normalOrder ε p m (A ++ (B ++ i :: C)) := by
  induction B generalizing A with
  | nil => simp
  | cons b B ih =>
    -- one adjacent swap, then the rest of the block
    have h := ih (A ++ [b])
    simp only [List.append_assoc, List.cons_append, List.nil_append] at h
    simp only [List.cons_append, List.length_cons]
    rw [normalOrder_swap hε hp hm A i b (B ++ C), h, smul_smul, pow_succ']
```

For a transposition at any distance, $N(A,i,B,j,C) = \varepsilon^{|B|} N(A,B,i,j,C) = \varepsilon^{|B|}\varepsilon N(A,B,j,i,C)$, while $N(A,j,B,i,C) = \varepsilon^{|B|} N(A,B,j,i,C)$. The two scalars commute, which is the final `smul_comm`.

```lean
/-- Exchanging two fields at any distance multiplies the normal-ordered product by `ε`. -/
theorem normalOrder_transpose (hε : ε * ε = 1) (hp : Exchange ε p) (hm : Exchange ε m)
    (A : List ι) (i : ι) (B : List ι) (j : ι) (C : List ι) :
    normalOrder ε p m (A ++ i :: (B ++ j :: C))
      = ε • normalOrder ε p m (A ++ j :: (B ++ i :: C)) := by
  -- bring the two fields next to each other on both sides
  rw [normalOrder_move hε hp hm A i B (j :: C), normalOrder_move hε hp hm A j B (i :: C)]
  have h := normalOrder_swap hε hp hm (A ++ B) i j C
  simp only [List.append_assoc] at h
  rw [h]
  exact smul_comm _ _ _
```

## Invertibility of 2

For $\varepsilon = -1$, transposing two equal indices leaves the list unchanged, so $Y = N(A,i,B,i,C)$ obeys $Y = -Y$, that is $2Y = 0$. Concluding $Y = 0$ uses `h2 : IsUnit (2 : K)`, from which the proof takes $u$ with $u \cdot 2 = 1$ and writes $Y = u(2Y)$. Real and complex scalars satisfy it; $K = \mathbb{Z}$ does not, although the swap theorems hold there. For $K = R = \mathbb{Z}/2$, $p = 1$ and $m = 0$, both exchange rules hold with $\varepsilon = -1$ and $N(i,i) = 1$.

```lean
/-- For fermions (`ε = -1`) and scalars in which 2 is invertible, a normal-ordered product
that contains the same field twice vanishes. -/
theorem normalOrder_repeated_fermion (h2 : IsUnit (2 : K)) (hp : Exchange (-1 : K) p)
    (hm : Exchange (-1 : K) m) (A : List ι) (i : ι) (B C : List ι) :
    normalOrder (-1 : K) p m (A ++ i :: (B ++ i :: C)) = 0 := by
  have h := normalOrder_transpose (by ring) hp hm A i B i C
  generalize normalOrder (-1 : K) p m (A ++ i :: (B ++ i :: C)) = Y at h ⊢
  -- the product equals its own negative
  have hY : (2 : K) • Y = 0 := by linear_combination (norm := module) h
  obtain ⟨u, hu⟩ := h2.exists_left_inv
  calc Y = (u * 2) • Y := by rw [hu, one_smul]
    _ = u • ((2 : K) • Y) := mul_smul _ _ _
    _ = 0 := by rw [hY, smul_zero]
```

## The bosonic value of the sign

For $\varepsilon = 1$ every swap is free, and $N$ is invariant under any permutation. The induction follows the four constructors of `List.Perm`: the empty list, a common head, a swap at the head, and composition. `hε` becomes `one_mul (1 : K)`, and `one_pow` erases the length-dependent factor. For fermions the theorems give single moves and transpositions, with no formula for the sign of a general permutation.

```lean
/-- For bosons (`ε = 1`) the normal-ordered product is unchanged by any permutation of the
fields. -/
theorem normalOrder_perm_boson (hp : Exchange (1 : K) p) (hm : Exchange (1 : K) m)
    {L L' : List ι} (h : L.Perm L') :
    normalOrder (1 : K) p m L = normalOrder (1 : K) p m L' := by
  induction h with
  | nil => rfl
  | cons x _ ih => simp only [normalOrder, ih, one_pow]
  | swap x y l => rw [normalOrder_swap_head (one_mul (1 : K)) hp hm y x l, one_smul]
  | trans _ _ ih₁ ih₂ => exact ih₁.trans ih₂
```

## Use in a calculation

For finite strings of one statistics, the swap rule is what permits a symbolic second-quantisation code to sort the labels inside a normal-ordered string into a fixed order, flip the sign at each fermionic swap, and discard a fermionic string in which the same field occurs twice. With a single determinant as reference, let $\iota$ label the operators themselves: the creator of an unoccupied spin orbital and the annihilator of an occupied one have $m_i = 0$, and their adjoints have $p_i = 0$. Both families anticommute internally, so a normal-ordered two-body string changes sign when its two creators are exchanged, and only the part of the spin-orbital two-electron integrals that is antisymmetric in the two creator labels contributes to the sum over such strings.

## No relation between creation and annihilation parts

In the expansion of the head swap no $m$ ever has to pass a $p$ as an operator, so the commutator or anticommutator of $m_i$ with $p_j$ is unconstrained. The canonical relations are therefore allowed but unused. Two fermionic modes show this concretely, with $K = \mathbb{R}$, $p_i = a_i^\dagger$ (`cre`) and $m_i = a_i$ (`ann`) for $i = 0, 1$. Rows and columns $0,1,2,3$ are the states $|00\rangle, |10\rangle, |01\rangle, |11\rangle$, the first digit being the occupation of mode $0$, and mode $1$ carries the Jordan–Wigner sign when mode $0$ is occupied.

```lean
/-- Jordan-Wigner creation matrices of two fermionic modes in the occupation basis
`|00⟩, |10⟩, |01⟩, |11⟩`. -/
def cre : Fin 2 → Matrix (Fin 4) (Fin 4) ℝ :=
  ![!![0, 0, 0, 0; 1, 0, 0, 0; 0, 0, 0, 0; 0, 0, 1, 0],
    !![0, 0, 0, 0; 0, 0, 0, 0; 1, 0, 0, 0; 0, -1, 0, 0]]

/-- Jordan-Wigner annihilation matrices of two fermionic modes in the same basis. -/
def ann : Fin 2 → Matrix (Fin 4) (Fin 4) ℝ :=
  ![!![0, 1, 0, 0; 0, 0, 0, 0; 0, 0, 0, 1; 0, 0, 0, 0],
    !![0, 0, 1, 0; 0, 0, 0, -1; 0, 0, 0, 0; 0, 0, 0, 0]]
```

The exchange rules and $a_i a_j^\dagger + a_j^\dagger a_i = \delta_{ij}$ are checked entry by entry, with `fin_cases` running over modes, rows and columns.

```lean
set_option maxHeartbeats 400000 in
/-- The two-mode creation matrices anticommute among themselves, and so do the annihilation
matrices. -/
theorem twoMode_exchange : Exchange (-1 : ℝ) cre ∧ Exchange (-1 : ℝ) ann := by
  constructor
  · intro i j
    rw [neg_smul, one_smul]
    fin_cases i <;> fin_cases j <;> ext a b <;> fin_cases a <;> fin_cases b <;>
      simp [cre, Matrix.mul_apply, Fin.sum_univ_four]
  · intro i j
    rw [neg_smul, one_smul]
    fin_cases i <;> fin_cases j <;> ext a b <;> fin_cases a <;> fin_cases b <;>
      simp [ann, Matrix.mul_apply, Fin.sum_univ_four]

set_option maxHeartbeats 400000 in
/-- The two-mode matrices obey the anticommutation relation `{a i, a† j} = δ i j`. -/
theorem twoMode_car (i j : Fin 2) :
    ann i * cre j + cre j * ann i = if i = j then 1 else 0 := by
  fin_cases i <;> fin_cases j <;> ext a b <;> fin_cases a <;> fin_cases b <;>
    simp [cre, ann]
```

Each term of $N(0,1) = a_0^\dagger a_1^\dagger + a_0^\dagger a_1 - a_1^\dagger a_0 + a_0 a_1$ has one nonzero entry: $a_0^\dagger a_1^\dagger|00\rangle = |11\rangle$, $a_0^\dagger a_1|01\rangle = |10\rangle$, $a_1^\dagger a_0|10\rangle = |01\rangle$ and $a_0 a_1|11\rangle = -|00\rangle$. Hence
$$N(0,1) = \begin{pmatrix} 0&0&0&-1\\ 0&0&1&0\\ 0&-1&0&0\\ 1&0&0&0 \end{pmatrix}.$$
In $N(1,0) = a_1^\dagger a_0^\dagger + a_1^\dagger a_0 - a_0^\dagger a_1 + a_1 a_0$ the middle terms have visibly changed sign, and so have the outer ones, since $a_1^\dagger a_0^\dagger|00\rangle = -|11\rangle$ and $a_1 a_0|11\rangle = |00\rangle$. With a repeated index, $N(0,0) = a_0^\dagger a_0 - a_0^\dagger a_0 = 0$, whereas $\phi_0\phi_0 = 1$. The theorem `twoMode_witness` collects the two exchange rules and the anticommutation relation and states $N(0,1) \neq 0$, by reading off the entry in row $3$, column $0$.

```lean
set_option maxHeartbeats 400000 in
/-- The two-mode matrices obey both exchange rules with `ε = -1` and the anticommutation
relation `{a i, a† j} = δ i j`, and the normal-ordered product of the two fields is nonzero. -/
theorem twoMode_witness :
    Exchange (-1 : ℝ) cre ∧ Exchange (-1 : ℝ) ann ∧
      (∀ i j, ann i * cre j + cre j * ann i = if i = j then 1 else 0) ∧
      normalOrder (-1 : ℝ) cre ann [0, 1] ≠ 0 := by
  refine ⟨twoMode_exchange.1, twoMode_exchange.2, twoMode_car, ?_⟩
  -- the matrix element from the empty to the doubly occupied state is 1
  rw [normalOrder_pair twoMode_exchange.2, neg_smul, one_smul]
  intro h
  have h30 := congrFun (congrFun h 3) 0
  simp [cre, ann] at h30

end NormalOrderRecursion
```

```lean
#print axioms NormalOrderRecursion.normalOrder_transpose
#print axioms NormalOrderRecursion.normalOrder_repeated_fermion
#print axioms NormalOrderRecursion.normalOrder_perm_boson
```

```
'NormalOrderRecursion.normalOrder_transpose' depends on axioms: [propext, Quot.sound]
'NormalOrderRecursion.normalOrder_repeated_fermion' depends on axioms: [propext, Quot.sound]
'NormalOrderRecursion.normalOrder_perm_boson' depends on axioms: [propext, Quot.sound]
```
